# A hydrogen-like 2p orbital frozen while the nuclear charge rises by $s$ misses a relaxation energy of $s^2/8$ hartree

When a core-level binding energy is computed as a difference of total energies, the final state needs orbitals for the remaining electrons. They can be kept from the ground state, or they can be reoptimised in the presence of the core hole. Keeping them puts the final state too high, and the binding energy with it, by the relaxation energy. For a single non-interacting electron in the field of a point charge, in an orbital without radial nodes such as 1s or 2p, this error has a closed form, which is derived below.

In the model, the electron sees a charge $Z$ before the core electron is removed and $Z+s$ afterwards. The number $s$ stands for the screening that the core electron had provided: $s=1$ describes a core electron that screened one full unit of nuclear charge and was much closer to the nucleus than the electron under study. This change of charge is assumed, not derived from a many-electron calculation. Atomic units are used throughout.

```lean
import Mathlib

open MeasureTheory Set Filter Topology

namespace CoreHoleRelaxation

noncomputable section
```

## The energy quotient and the trial orbital

Write the wavefunction as $u(r)/r$ times a spherical harmonic of angular momentum $l$. The normalisation integral is then $\int_0^\infty u^2\,dr$. After an integration by parts in the kinetic term, the energy expectation value is

$$
E_l[Z;u]=\frac{\displaystyle\int_0^\infty\left(\frac{u'^2}{2}+\frac{l(l+1)}{2r^2}u^2-\frac{Z}{r}u^2\right)dr}{\displaystyle\int_0^\infty u^2\,dr}.
$$

For $l=1$ the centrifugal term is $u^2/r^2$.

```lean
/-- The radial energy quotient (atomic units) of a radial function `u` with angular momentum `l` in
the field of a point charge `Z`; it is meant for functions that are differentiable on `r > 0` and
tend to zero at the nucleus, with finite nonzero norm and integrable energy density. -/
def radialEnergy (l : ℕ) (Z : ℝ) (u : ℝ → ℝ) : ℝ :=
  (∫ r in Ioi (0 : ℝ), ((deriv u r) ^ 2 / 2 + (l : ℝ) * (l + 1) / (2 * r ^ 2) * u r ^ 2
    - Z / r * u r ^ 2)) / ∫ r in Ioi (0 : ℝ), u r ^ 2
```

In `radialEnergy l Z u`, the angular momentum `l` is a natural number, the charge `Z` is real, and `u` is any real function of a real variable. The set `Ioi (0 : ℝ)` is the half-line $r>0$.

The trial functions are the orbitals without radial nodes, which have principal quantum number $n=l+1$, that is 1s, 2p, 3d and so on, with an adjustable effective charge $z$:

$$
u_z(r)=r^{\,l+1}e^{-zr/(l+1)} .
$$

```lean
/-- The nodeless radial orbital of the shell `n = l + 1` with effective charge `z`. -/
def orbital (l : ℕ) (z r : ℝ) : ℝ := r ^ (l + 1) * Real.exp (-(z * r / (l + 1)))
```

The orbital is not normalised, which does no harm because the energy is a quotient. The normalised 2p function is $\sqrt{z^5/24}\;r^2e^{-zr/2}$.

## Moments of an exponential density

Every integral needed has the form

$$
M_k(b)=\int_0^\infty r^k e^{-br}\,dr ,\qquad b>0 .
$$

```lean
/-- The radial moment of order `k` of an exponential density with decay constant `b > 0`. -/
def moment (k : ℕ) (b : ℝ) : ℝ := ∫ r in Ioi (0 : ℝ), r ^ k * Real.exp (-(b * r))
```

Substituting $t=br$ turns this into Euler's integral for the factorial:

$$
M_k(b)=\frac{1}{b^{k+1}}\int_0^\infty t^k e^{-t}\,dt=\frac{k!}{b^{k+1}} .
$$

```lean
/-- The moment of order `k` equals `k! / b ^ (k + 1)` for a decay constant `b > 0`. -/
theorem moment_eq (k : ℕ) {b : ℝ} (hb : 0 < b) :
    moment k b = (k.factorial : ℝ) / b ^ (k + 1) := by
  have h := Real.integral_rpow_mul_exp_neg_mul_Ioi (show 0 < (k : ℝ) + 1 by positivity) hb
  rw [Real.Gamma_nat_eq_factorial] at h
  simp only [add_sub_cancel_right, Real.rpow_natCast] at h
  have e : (1 / b) ^ ((k : ℝ) + 1) = (1 / b) ^ (k + 1) := by
    rw [← Real.rpow_natCast, Nat.cast_add, Nat.cast_one]
  unfold moment
  rw [h, e, one_div, inv_pow, div_eq_inv_mul]
```

The proof takes the Gamma-function integral from Mathlib, where the exponents are real, and converts them to natural-number powers.

Dividing two neighbouring moments gives the recursion

$$
M_{k+1}(b)=\frac{k+1}{b}\,M_k(b).
$$

```lean
/-- For `b > 0`, each moment follows from the previous one by the factor `(k + 1) / b`. -/
theorem moment_succ (k : ℕ) {b : ℝ} (hb : 0 < b) :
    moment (k + 1) b = ((k : ℝ) + 1) / b * moment k b := by
  rw [moment_eq _ hb, moment_eq _ hb, Nat.factorial_succ, pow_succ b (k + 1)]
  push_cast
  field_simp
```

The energy density will turn out to contain three consecutive powers of $r$. Each of the three terms is integrable, so the integral can be taken term by term:

$$
\int_0^\infty\left(A r^k-B r^{k+1}+C r^{k+2}\right)e^{-br}dr=A M_k-B M_{k+1}+C M_{k+2}.
$$

```lean
/-- For `b > 0`, a combination of three consecutive powers of `r` times the exponential density
integrates to the same combination of moments. -/
theorem integral_three_moments (A B C : ℝ) (k : ℕ) {b : ℝ} (hb : 0 < b) :
    ∫ r in Ioi (0 : ℝ), (A * (r ^ k * Real.exp (-(b * r)))
      - B * (r ^ (k + 1) * Real.exp (-(b * r))) + C * (r ^ (k + 2) * Real.exp (-(b * r))))
    = A * moment k b - B * moment (k + 1) b + C * moment (k + 2) b := by
  -- a nonzero integral certifies integrability
  have hi : ∀ j : ℕ, Integrable (fun r : ℝ => r ^ j * Real.exp (-(b * r)))
      (volume.restrict (Ioi 0)) := by
    intro j
    by_contra h
    have h0 : moment j b = 0 := integral_undef h
    rw [moment_eq j hb] at h0
    have hp : 0 < (j.factorial : ℝ) / b ^ (j + 1) := by positivity
    linarith
  have hAB : Integrable (fun r : ℝ => A * (r ^ k * Real.exp (-(b * r)))
      - B * (r ^ (k + 1) * Real.exp (-(b * r)))) (volume.restrict (Ioi 0)) :=
    ((hi k).const_mul A).sub ((hi (k + 1)).const_mul B)
  rw [integral_add hAB ((hi (k + 2)).const_mul C),
    integral_sub ((hi k).const_mul A) ((hi (k + 1)).const_mul B),
    integral_const_mul, integral_const_mul, integral_const_mul]
  rfl
```

Integrability is obtained here by a short detour. Lean assigns the value zero to the integral of a non-integrable function, and $k!/b^{k+1}$ is positive, so the integrand must be integrable. Linearity of the integral then does the rest.

## The energy as a function of the effective charge

Since $\ln u_z=(l+1)\ln r-zr/(l+1)$ for $r>0$, the derivative of the orbital is

$$
u_z'(r)=\left(\frac{l+1}{r}-\frac{z}{l+1}\right)u_z(r).
$$

```lean
/-- Away from the nucleus the orbital has logarithmic derivative `(l + 1) / r - z / (l + 1)`. -/
theorem orbital_hasDerivAt (l : ℕ) (z : ℝ) {r : ℝ} (hr : r ≠ 0) :
    HasDerivAt (orbital l z) ((((l : ℝ) + 1) / r - z / (l + 1)) * orbital l z r) r := by
  have h1 := hasDerivAt_pow (l + 1) r
  have h2 := ((((hasDerivAt_id' r).const_mul z).div_const ((l : ℝ) + 1)).fun_neg).exp
  have h3 : HasDerivAt (orbital l z) _ r := h1.fun_mul h2
  refine h3.congr_deriv ?_
  have h4 : ((l : ℝ) + 1) / r * r ^ (l + 1) = ((l : ℝ) + 1) * r ^ l := by
    rw [pow_succ]
    field_simp
  simp only [orbital, Nat.add_sub_cancel]
  push_cast
  linear_combination (-Real.exp (-(z * r / (l + 1)))) * h4
```

Lean reaches the same formula by the product rule. The identity `h4`, which says that $\frac{l+1}{r}r^{l+1}=(l+1)r^l$, brings the result into logarithmic form. It needs only $r\neq0$.

Now put $n=l+1$ and $b=2z/n$, so that $u_z^2=r^{2l+2}e^{-br}$. Squaring the derivative gives

$$
\frac{u_z'^2}{2}=\left(\frac{n^2}{2r^2}-\frac{z}{r}+\frac{z^2}{2n^2}\right)u_z^2 .
$$

The centrifugal term adds $ln/(2r^2)$ to the bracket, and $n^2+ln=n(2l+1)$. The complete energy density is therefore

$$
\left(\frac{n(2l+1)}{2}\,r^{2l}-(z+Z)\,r^{2l+1}+\frac{z^2}{2n^2}\,r^{2l+2}\right)e^{-br}.
$$

The denominator of the quotient is $M_{2l+2}$. By the recursion,

$$
\frac{M_{2l+1}}{M_{2l+2}}=\frac{b}{2n}=\frac{z}{n^2},\qquad
\frac{M_{2l}}{M_{2l+2}}=\frac{b}{2l+1}\cdot\frac{z}{n^2}=\frac{2z^2}{(2l+1)n^3}.
$$

Inserting these ratios gives

$$
E_l[Z;u_z]=\frac{z^2}{n^2}-\frac{(z+Z)z}{n^2}+\frac{z^2}{2n^2}=\frac{z^2/2-Zz}{(l+1)^2}.
$$

```lean
/-- The orbital of effective charge `z > 0` in the field of a charge `Z` has energy
`(z² / 2 - Z z) / (l + 1)²`. -/
theorem orbital_energy (l : ℕ) (Z : ℝ) {z : ℝ} (hz : 0 < z) :
    radialEnergy l Z (orbital l z) = (z ^ 2 / 2 - Z * z) / ((l : ℝ) + 1) ^ 2 := by
  have hn : (l : ℝ) + 1 ≠ 0 := by positivity
  have hb : 0 < 2 * z / ((l : ℝ) + 1) := by positivity
  have hsq : ∀ r : ℝ, orbital l z r ^ 2
      = r ^ (2 * l + 2) * Real.exp (-(2 * z / ((l : ℝ) + 1) * r)) := by
    intro r
    have he : Real.exp (-(z * r / ((l : ℝ) + 1))) ^ 2
        = Real.exp (-(2 * z / ((l : ℝ) + 1) * r)) := by
      rw [← Real.exp_nat_mul]
      congr 1
      push_cast
      ring
    rw [orbital, mul_pow, he, ← pow_mul]
    congr 2
    ring
  have hden : ∫ r in Ioi (0 : ℝ), orbital l z r ^ 2
      = moment (2 * l + 2) (2 * z / ((l : ℝ) + 1)) := by
    simp only [hsq, moment]
  -- the energy density is a combination of three consecutive powers
  have hnum := (setIntegral_congr_fun (μ := volume) (measurableSet_Ioi (a := (0 : ℝ)))
    (f := fun r => (deriv (orbital l z) r) ^ 2 / 2
      + (l : ℝ) * (l + 1) / (2 * r ^ 2) * orbital l z r ^ 2 - Z / r * orbital l z r ^ 2)
    (fun r hr => by
      have hr0 : r ≠ 0 := ne_of_gt hr
      beta_reduce
      rw [(orbital_hasDerivAt l z hr0).deriv, mul_pow, hsq, pow_add r (2 * l) 2,
        pow_add r (2 * l) 1]
      generalize Real.exp (-(2 * z / ((l : ℝ) + 1) * r)) = E
      generalize r ^ (2 * l) = P
      field_simp
      ring)).trans
    (integral_three_moments (((l : ℝ) + 1) * (2 * l + 1) / 2) (z + Z)
      ((z / ((l : ℝ) + 1)) ^ 2 / 2) (2 * l) hb)
  have hM : moment (2 * l) (2 * z / ((l : ℝ) + 1)) ≠ 0 := by
    rw [moment_eq _ hb]
    positivity
  have e1 := moment_succ (2 * l) hb
  have e2 : moment (2 * l + 2) (2 * z / ((l : ℝ) + 1)) = _ := moment_succ (2 * l + 1) hb
  have h1 : 2 * (l : ℝ) + 1 ≠ 0 := by positivity
  have h2 : 2 * (l : ℝ) + 1 + 1 = 2 * ((l : ℝ) + 1) := by ring
  unfold radialEnergy
  rw [hnum, hden, e2, e1]
  push_cast
  rw [h2]
  generalize moment (2 * l) (2 * z / ((l : ℝ) + 1)) = M at hM ⊢
  field_simp
  ring
```

The hypothesis `hz` makes the orbital decay; `Z` may be any real number. In the proof, `hsq` is the formula for $u_z^2$, `hden` identifies the denominator as a moment, and `hnum` rewrites the energy density and integrates it. The equations `e1` and `e2` are the two uses of the recursion. They express everything through $M_{2l}$, which is nonzero and cancels, and `field_simp` and `ring` settle the remaining rational identity.

## The relaxed orbital is an eigenfunction

For $z=Z$, differentiate the logarithmic form once more:

$$
u_Z''=\left[\left(\frac{n}{r}-\frac{Z}{n}\right)^2-\frac{n}{r^2}\right]u_Z
=\left[\frac{l(l+1)}{r^2}-\frac{2Z}{r}+\frac{Z^2}{n^2}\right]u_Z ,
$$

where $n^2-n=l(l+1)$ was used. Multiplying by $-\tfrac12$ and adding the potential terms leaves only the constant:

$$
-\frac{u_Z''}{2}+\frac{l(l+1)}{2r^2}u_Z-\frac{Z}{r}u_Z=-\frac{Z^2}{2(l+1)^2}\,u_Z .
$$

```lean
/-- On `r > 0` the orbital whose effective charge equals the nuclear charge `Z` solves the radial
Schrödinger equation with energy `-Z² / (2 (l + 1)²)`. -/
theorem relaxed_schrodinger (l : ℕ) (Z : ℝ) {r : ℝ} (hr : 0 < r) :
    -(deriv (deriv (orbital l Z)) r) / 2 + (l : ℝ) * (l + 1) / (2 * r ^ 2) * orbital l Z r
      - Z / r * orbital l Z r = -(Z ^ 2 / (2 * ((l : ℝ) + 1) ^ 2)) * orbital l Z r := by
  have hn : (l : ℝ) + 1 ≠ 0 := by positivity
  have he : deriv (orbital l Z) =ᶠ[𝓝 r]
      fun x => (((l : ℝ) + 1) / x - Z / (l + 1)) * orbital l Z x := by
    filter_upwards [eventually_gt_nhds hr] with x hx
    exact (orbital_hasDerivAt l Z (ne_of_gt hx)).deriv
  have h1 : HasDerivAt (fun x : ℝ => ((l : ℝ) + 1) / x - Z / (l + 1))
      ((0 * r - ((l : ℝ) + 1) * 1) / r ^ 2) r :=
    ((hasDerivAt_const r ((l : ℝ) + 1)).fun_div (hasDerivAt_id' r) hr.ne').sub_const _
  rw [he.deriv_eq, (h1.fun_mul (orbital_hasDerivAt l Z hr.ne')).deriv]
  generalize orbital l Z r = U
  field_simp
  ring
```

The first-derivative formula holds in a whole neighbourhood of $r$, which is what `he` records, so it may be differentiated again. The equation is local and holds for either sign of `Z`; it describes a bound state when $Z>0$, because the orbital is then normalisable.

Hence $u_Z$, the orbital before the core hole is made, is exact for the charge $Z$, and $u_{Z+s}$ is exact for the charge $Z+s$. Relaxation within the one-parameter family ends at a true eigenfunction of the model.

## The best effective charge within the family

Completing the square in the energy formula gives

$$
E_l[Z;u_z]-E_l[Z;u_Z]=\frac{(z-Z)^2}{2(l+1)^2},
$$

which is positive unless $z=Z$.

```lean
/-- For `Z > 0`, every orbital of the family with effective charge `z > 0` different from `Z`
has a higher energy in the field of `Z` than the one with `z = Z`. -/
theorem relaxed_lt (l : ℕ) {Z z : ℝ} (hZ : 0 < Z) (hz : 0 < z) (hne : z ≠ Z) :
    radialEnergy l Z (orbital l Z) < radialEnergy l Z (orbital l z) := by
  rw [orbital_energy l Z hZ, orbital_energy l Z hz]
  have h : 0 < (z - Z) ^ 2 := by
    have := sub_ne_zero.mpr hne
    positivity
  gcongr ?_ / _
  nlinarith
```

The theorem states the strict inequality for positive `Z` and `z`. After the energy formula has been inserted on both sides, `gcongr` removes the common denominator and `nlinarith` finishes from the positivity of $(z-Z)^2$. The comparison is between members of the family, not between all radial functions.

## Frozen against relaxed

With the hole present, both orbitals are evaluated in the field of the charge $Z+s$. The frozen orbital has $z=Z$ and the relaxed one has $z=Z+s$:

$$
E_{\text{frozen}}=\frac{Z^2/2-(Z+s)Z}{(l+1)^2}=\frac{-Z^2/2-sZ}{(l+1)^2},\qquad
E_{\text{relaxed}}=-\frac{(Z+s)^2}{2(l+1)^2}.
$$

In the difference, the terms in $Z^2$ and $sZ$ cancel:

$$
E_{\text{frozen}}-E_{\text{relaxed}}=\frac{s^2}{2(l+1)^2}.
$$

```lean
/-- When a core hole changes the charge from `Z > 0` to `Z + s > 0`, the frozen orbital lies above
the relaxed one by the relaxation energy `s² / (2 (l + 1)²)`. -/
theorem relaxation_energy (l : ℕ) {Z s : ℝ} (hZ : 0 < Z) (hs : 0 < Z + s) :
    radialEnergy l (Z + s) (orbital l Z) - radialEnergy l (Z + s) (orbital l (Z + s))
      = s ^ 2 / (2 * ((l : ℝ) + 1) ^ 2) := by
  have hn : (l : ℝ) + 1 ≠ 0 := by positivity
  rw [orbital_energy l _ hZ, orbital_energy l _ hs]
  field_simp
  ring
```

The frozen orbital already accounts for the shift that is linear in $s$, namely $-sZ/(l+1)^2$. What it misses is quadratic in $s$ and independent of $Z$. The hypotheses ask only that both charges be positive, so `s` may also be negative, which corresponds to a loss of nuclear attraction.

The smallest case is $l=0$, the 1s orbital $u_z=re^{-zr}$. Its energy is $z^2/2-Zz$ and its relaxation energy is $s^2/2$, four times the 2p value for the same $s$.

## The 2p shell

Setting $l=1$ gives $u_z=r^2e^{-zr/2}$ and

$$
E_1[Z;u_z]=\frac{z^2/2-Zz}{4}=\frac{z^2}{8}-\frac{Zz}{4}.
$$

```lean
/-- The 2p orbital `r² exp(-z r / 2)` with `z > 0` has energy `z² / 8 - Z z / 4` in the field of
a charge `Z`. -/
theorem energy_2p (Z : ℝ) {z : ℝ} (hz : 0 < z) :
    radialEnergy 1 Z (fun r => r ^ 2 * Real.exp (-(z * r / 2))) = z ^ 2 / 8 - Z * z / 4 := by
  have h2 : ((1 : ℕ) : ℝ) + 1 = 2 := by norm_num
  have h : orbital 1 z = fun r => r ^ 2 * Real.exp (-(z * r / 2)) := by
    funext r
    simp only [orbital, h2]
  rw [← h, orbital_energy 1 Z hz, h2]
  ring
```

The orbital is written out explicitly in this statement, so it can be read without the definition of `orbital`. The proof identifies the two expressions and applies the general energy formula.

For a core hole that raises the charge by $s>0$, the frozen and relaxed 2p energies differ by

$$
\left(\frac{Z^2}{8}-\frac{(Z+s)Z}{4}\right)-\left(\frac{(Z+s)^2}{8}-\frac{(Z+s)^2}{4}\right)=\frac{s^2}{8}.
$$

```lean
/-- For a 2p electron, freezing the orbital at `Z > 0` when a core hole raises the charge by
`s > 0` misses the relaxation energy `s² / 8`. -/
theorem relaxation_2p {Z s : ℝ} (hZ : 0 < Z) (hs : 0 < s) :
    radialEnergy 1 (Z + s) (fun r => r ^ 2 * Real.exp (-(Z * r / 2)))
      - radialEnergy 1 (Z + s) (fun r => r ^ 2 * Real.exp (-((Z + s) * r / 2)))
      = s ^ 2 / 8 := by
  rw [energy_2p _ hZ, energy_2p _ (add_pos hZ hs)]
  ring

end

end CoreHoleRelaxation
```

Both terms on the left of the Lean statement use the charge `Z + s` in `radialEnergy`; only the exponent of the orbital changes. The proof applies `energy_2p` twice and simplifies.

As a numerical instance, take $Z=3$ and $s=1$. Before the hole is made, the 2p energy is $-9/8=-1.125$ hartree. In the field of charge 4, the frozen orbital has energy $9/8-3=-1.875$ hartree, and the relaxed orbital has $-16/8=-2$ hartree. The difference is $0.125$ hartree, which is $s^2/8$.

The value is per electron, and for several independent electrons in the same shell it would simply be multiplied by their number. Orbitals with radial nodes, such as 2s or 3p, are outside the family treated here. In the same one-electron model their relaxation energy is also $s^2/(2n^2)$, because a hydrogen-like orbital of effective charge $z$ in the shell $n$ always has kinetic energy $z^2/(2n^2)$ and mean inverse radius $z/n^2$; this is not proved in the Lean code. In a real atom the electrons also repel each other and adjust together, and there the formula is at most an estimate of how the relaxation energy scales with the change in screening.

```lean
#print axioms CoreHoleRelaxation.relaxed_schrodinger
#print axioms CoreHoleRelaxation.relaxed_lt
#print axioms CoreHoleRelaxation.relaxation_energy
#print axioms CoreHoleRelaxation.relaxation_2p
```

```
'CoreHoleRelaxation.relaxed_schrodinger' depends on axioms: [propext, Classical.choice, Quot.sound]
'CoreHoleRelaxation.relaxed_lt' depends on axioms: [propext, Classical.choice, Quot.sound]
'CoreHoleRelaxation.relaxation_energy' depends on axioms: [propext, Classical.choice, Quot.sound]
'CoreHoleRelaxation.relaxation_2p' depends on axioms: [propext, Classical.choice, Quot.sound]
```
